# A diagonal similarity transform symmetrises a finite open chain with real nearest-neighbour hoppings if the two on each bond share a sign or both vanish

The theorem `rescale_tridiag_isSymm` concerns a real `n × n` tridiagonal matrix `T` with diagonal `a i`, superdiagonal `b i` and subdiagonal `c i`. This is the form of a one-particle nearest-neighbour Hamiltonian on a finite open chain, with possibly unequal amplitudes in the two directions of a bond. Assuming every bond inside the matrix has `b i * c i > 0` or `b i = c i = 0`, the theorem states that `D⁻¹ T D` is symmetric, where `D` is diagonal with `d 0 = 1` and `d (i+1) = d i * √(c i / b i)`, the root being replaced by `1` where `b i = 0`. The attempt rewrites the goal with `rescale_isSymm_iff`, using `scale_pos` for positivity, into `T i j * d j ^ 2 = T j i * d i ^ 2`, then splits on the relative position of `i` and `j` and closes the neighbouring cases with `scale_balance`.

The first attempt, which Lean rejects:

```lean
import Mathlib

open Matrix ComplexConjugate

namespace TridiagonalSymmetrization

noncomputable section

/-- The real `n × n` tridiagonal matrix with diagonal `a i`, superdiagonal
`T (i, i+1) = b i` and subdiagonal `T (i+1, i) = c i`. -/
def tridiag (n : ℕ) (a b c : ℕ → ℝ) : Matrix (Fin n) (Fin n) ℝ :=
  Matrix.of fun i j =>
    if (i : ℕ) = j then a i
    else if (i : ℕ) + 1 = j then b i
    else if (j : ℕ) + 1 = i then c j
    else 0

/-- The scaling factors `d 0 = 1`, `d (i+1) = d i * √(c i / b i)`, with the square root
replaced by `1` on a bond where `b i = 0`. -/
def scale (b c : ℕ → ℝ) : ℕ → ℝ
  | 0 => 1
  | i + 1 => scale b c i * (if b i = 0 then 1 else Real.sqrt (c i / b i))

/-- The diagonal similarity transform `D⁻¹ M D` with `D = diag d`. -/
def rescale {ι : Type*} [Fintype ι] [DecidableEq ι] (d : ι → ℝ) (M : Matrix ι ι ℝ) :
    Matrix ι ι ℝ :=
  (diagonal d)⁻¹ * M * diagonal d

/-- Every bond `i, i+1` inside the matrix has `b i * c i > 0` or `b i = c i = 0`. -/
def SignSymmetric (n : ℕ) (b c : ℕ → ℝ) : Prop :=
  ∀ i, i + 1 < n → 0 < b i * c i ∨ (b i = 0 ∧ c i = 0)

/-- For positive `d`, the matrix `D⁻¹ M D` is symmetric exactly when
`M i j * d j ^ 2 = M j i * d i ^ 2` for all `i, j`. -/
theorem rescale_isSymm_iff {ι : Type*} [Fintype ι] [DecidableEq ι] (d : ι → ℝ)
    (hd : ∀ i, 0 < d i) (M : Matrix ι ι ℝ) :
    (rescale d M).IsSymm ↔ ∀ i j, M i j * d j ^ 2 = M j i * d i ^ 2 := by
  have hinv : (diagonal d)⁻¹ = diagonal fun i => (d i)⁻¹ := by
    apply Matrix.inv_eq_right_inv
    rw [diagonal_mul_diagonal, ← diagonal_one]
    congr 1
    funext i
    exact mul_inv_cancel₀ (hd i).ne'
  -- the entries of D⁻¹ M D
  have hent : ∀ i j, rescale d M i j = M i j * d j / d i := by
    intro i j
    rw [rescale, hinv, mul_diagonal, diagonal_mul]
    ring
  constructor
  · intro h i j
    have h1 := h.apply j i
    rw [hent, hent, div_eq_div_iff (hd i).ne' (hd j).ne'] at h1
    linear_combination h1
  · intro h
    apply Matrix.IsSymm.ext
    intro i j
    rw [hent, hent, div_eq_div_iff (hd j).ne' (hd i).ne']
    linear_combination h j i

/-- Under the sign condition on the bonds, the scaling factors inside the matrix are
positive. -/
theorem scale_pos {n : ℕ} {b c : ℕ → ℝ} (h : SignSymmetric n b c) :
    ∀ i, i < n → 0 < scale b c i := by
  intro i
  induction i with
  | zero => intro _; simp [scale]
  | succ i ih =>
    intro hi
    rw [scale]
    apply mul_pos (ih (by omega))
    split_ifs with hb
    · exact one_pos
    · rcases h i hi with hp | hz
      · have e : c i / b i = b i * c i / b i ^ 2 := by field_simp
        rw [e]
        exact Real.sqrt_pos.mpr (div_pos hp (by positivity))
      · exact absurd hz.1 hb

/-- Under the sign condition, each bond satisfies `b i * d (i+1) ^ 2 = c i * d i ^ 2`. -/
theorem scale_balance {n : ℕ} {b c : ℕ → ℝ} (h : SignSymmetric n b c) (i : ℕ)
    (hi : i + 1 < n) : b i * scale b c (i + 1) ^ 2 = c i * scale b c i ^ 2 := by
  rcases h i hi with hp | hz
  · have hb : b i ≠ 0 := by
      intro h0
      rw [h0, zero_mul] at hp
      exact lt_irrefl _ hp
    have e : c i / b i = b i * c i / b i ^ 2 := by field_simp
    have hq : 0 ≤ c i / b i := by
      rw [e]
      exact div_nonneg hp.le (sq_nonneg _)
    rw [scale, if_neg hb, mul_pow, Real.sq_sqrt hq]
    field_simp
  · rw [hz.1, hz.2, zero_mul, zero_mul]

/-- Under the sign condition, the explicit scaling `D = diag (scale b c)` makes `D⁻¹ T D`
symmetric. -/
theorem rescale_tridiag_isSymm {n : ℕ} (a : ℕ → ℝ) {b c : ℕ → ℝ}
    (h : SignSymmetric n b c) :
    (rescale (fun i : Fin n => scale b c i) (tridiag n a b c)).IsSymm := by
  rw [rescale_isSymm_iff _ (fun i => scale_pos h i i.2)]
  rintro ⟨i, hi⟩ ⟨j, hj⟩
  simp only [tridiag, of_apply]
  by_cases h1 : i = j
  · subst h1
    rfl
  · by_cases h2 : i + 1 = j
    · subst h2
      rw [if_neg h1, if_pos rfl, if_neg (by omega), if_neg (by omega), if_pos rfl]
      exact scale_balance h i hj
    · by_cases h3 : j + 1 = i
      · subst h3
        rw [if_neg h1, if_neg h2, if_pos rfl, if_neg (by omega), if_pos rfl]
        exact (scale_balance h j hi).symm
      · rw [if_neg h1, if_neg h2, if_neg h3, if_neg (Ne.symm h1), if_neg h3, if_neg h2,
          zero_mul, zero_mul]

end

end TridiagonalSymmetrization
```

Lean reports:

```
Main.lean:100:51: error: Invalid projection: Projections extract constructor fields for one-constructor inductive types. The expression
  i
has type `ℕ` which is not a one-constructor inductive type.
Main.lean:100:6: error(lean.synthInstanceFailed): failed to synthesize instance of type class
  Fintype ℕ

Hint: Adding the command `deriving instance Fintype for Nat` may allow Lean to derive the missing instance.
Main.lean:99:73: error: unsolved goals
n : ℕ
a b c : ℕ → ℝ
h : SignSymmetric n b c
⊢ (rescale (fun i => scale b c ↑i) (tridiag n a b c)).IsSymm
```

Cause. `rw` elaborates its term before matching it against the goal. In `rescale_isSymm_iff _ (fun i => scale_pos h i i.2)`, `d` is a hole and the binder `i` is unannotated, so the index type `ι` is still undetermined. `scale_pos h` expects a natural number, so passing `i` fixes `ι := ℕ` rather than `Fin n`.

The first message follows: `ℕ` has two constructors, so `i.2` is not a valid projection. The second is the lemma's `[Fintype ι]` argument, now `Fintype ℕ`, for which there is no instance. The third reports the original goal, unchanged because the first step failed.

The repair annotates both binders as `i : Fin n` and supplies `d` and `M` explicitly. Then `ι` is `Fin n`, which has a `Fintype` instance, `i` is coerced to `ℕ` in `scale_pos h i`, and `i.2` proves `↑i < n`. Fixing `ι` is the cure; the messages do not show that each annotation or explicit argument is separately needed. Replacing `rw` by `refine (…).mpr ?_` applies the right-to-left implication and leaves the entrywise condition for `rintro`; no message demands this change.

The repair, with which the file compiles:

```diff
@@ -98,5 +98,6 @@
     (h : SignSymmetric n b c) :
     (rescale (fun i : Fin n => scale b c i) (tridiag n a b c)).IsSymm := by
-  rw [rescale_isSymm_iff _ (fun i => scale_pos h i i.2)]
+  refine (rescale_isSymm_iff (fun i : Fin n => scale b c i)
+    (fun i : Fin n => scale_pos h i i.2) (tridiag n a b c)).mpr ?_
   rintro ⟨i, hi⟩ ⟨j, hj⟩
   simp only [tridiag, of_apply]
```
